# The eigenbasis gives a finite Hermitian one-body matrix its smallest entrywise one-norm

The cost of encoding a one-body Hamiltonian $H=\sum_{pq}h_{pq}a_p^\dagger a_q$ as a linear combination of unitaries (LCU) depends on the orbital basis, and comparing bases requires a choice of which coefficients to count. Here $a_p$ annihilates an electron in orbital $p$, and the quantity counted is the sum over all matrix entries,

$$\Lambda(h)=\sum_{p,q}|h_{pq}| .$$

The one-norm of an LCU sets the scale factor of its block encoding, and with it the number of queries in qubitisation. For a finite, non-interacting Hamiltonian, the result below says how far an orbital rotation can lower $\Lambda$: to the sum of the absolute eigenvalues of $h$, and no further.

The step from $\Lambda$ to the one-norm of a particular circuit is left to the reader's encoding. For real $h$ under the Jordan–Wigner mapping, with the identity term dropped, the absolute Pauli coefficients add up to $\Lambda(h)/2$; for complex $h$, real and imaginary parts enter separately. In an interacting system the two-body coefficients change under the rotation too, and their norm may grow.

## Finitely many orbitals

The type `n` labels the orbitals, and `Fintype n` says that there are finitely many, as in any basis-set calculation. By hand, finiteness allows sums to be exchanged freely and provides a complete eigenbasis; in Lean, it is what the finite sums and the spectral theorem for matrices require. For the identity matrix on infinitely many orbitals, both the entry sum and the eigenvalue sum diverge, and there are no two numbers to compare.

```lean
import Mathlib

open Matrix
open scoped ComplexOrder

namespace OneBodyLCUNorm

noncomputable section

variable {n : Type*} [Fintype n]
```

`oneNorm` is $\Lambda$. It is not the induced matrix 1-norm of numerical analysis, which is the largest sum of absolute values in a single column.

```lean
/-- The one-body one-norm: the sum of the absolute values of all matrix entries. -/
def oneNorm (A : Matrix n n ℂ) : ℝ := ∑ p, ∑ q, ‖A p q‖
```

A change of orbitals with coefficient matrix $U$ turns $h$ into $U^\dagger hU$. The definition accepts any square $U$; unitarity enters as a hypothesis of the theorems.

```lean
/-- The one-body matrix after the orbital change `U`, namely `U† h U`. -/
def rotate (U h : Matrix n n ℂ) : Matrix n n ℂ := Uᴴ * h * U
```

An example for later is the matrix $J$ with every entry equal to one. Despite the name `uniformHopping`, it has on-site terms as well. With $b$ a single row of ones, $J=b^\dagger b$, so $x^\dagger Jx=|\sum_p x_p|^2\ge 0$ for every vector $x$, and $J$ is positive semidefinite.

```lean
/-- The one-body matrix in which all entries, diagonal ones included, equal one. -/
def uniformHopping : Matrix n n ℂ := Matrix.of fun _ _ => 1

/-- The matrix with all entries equal to one is positive semidefinite. -/
theorem uniformHopping_posSemidef : (uniformHopping : Matrix n n ℂ).PosSemidef := by
  -- it is the Gram matrix of a single row of ones
  let B : Matrix Unit n ℂ := Matrix.of fun _ _ => 1
  have hB : (uniformHopping : Matrix n n ℂ) = Bᴴ * B := by
    ext i j
    simp [uniformHopping, B, Matrix.mul_apply]
  rw [hB]
  exact Matrix.posSemidef_conjTranspose_mul_self B
```

Write $\lambda_i$ for the eigenvalues of a Hermitian $h$, repeated according to multiplicity, and $S(h)=\sum_i|\lambda_i|$. The Lean name for $S(h)$ is `spectralOneNorm`; the textbook spectral norm is a different quantity, the largest $|\lambda_i|$.

```lean
variable [DecidableEq n]

/-- The sum of the absolute values of the eigenvalues of a Hermitian matrix, counted with
multiplicity. -/
def spectralOneNorm {h : Matrix n n ℂ} (hh : h.IsHermitian) : ℝ :=
  ∑ i, |hh.eigenvalues i|
```

## Orthonormal orbitals: $U$ is unitary

Unitarity means that the new orbitals are orthonormal, like the old ones. By hand it is first used through the diagonal of $UU^\dagger=1$, which gives $\sum_i|U_{ri}|^2=1$ for every row $r$. Since $2ab\le a^2+b^2$ for real $a,b$,

$$\sum_i|U_{pi}||U_{qi}|\le\sum_i\frac{|U_{pi}|^2+|U_{qi}|^2}{2}=1 .$$

In the lemma, `row` is the normalisation, and `nlinarith` obtains the inequality from the square of $|U_{pi}|-|U_{qi}|$.

```lean
/-- For a unitary matrix, the moduli of any two rows have overlap at most one. -/
theorem unitary_row_overlap_le_one {U : Matrix n n ℂ} (hU : U ∈ Matrix.unitaryGroup n ℂ)
    (p q : n) : ∑ i, ‖U p i‖ * ‖U q i‖ ≤ 1 := by
  -- each row is normalised
  have row : ∀ r, ∑ i, ‖U r i‖ ^ 2 = 1 := by
    intro r
    have h1 := congrFun (congrFun (Matrix.mem_unitaryGroup_iff.mp hU) r) r
    rw [Matrix.mul_apply, Matrix.one_apply_eq] at h1
    have h2 : ((∑ i, ‖U r i‖ ^ 2 : ℝ) : ℂ) = 1 := by
      refine Eq.trans ?_ h1
      push_cast
      exact Finset.sum_congr rfl fun i _ => (Complex.mul_conj' (U r i)).symm
    exact_mod_cast h2
  calc ∑ i, ‖U p i‖ * ‖U q i‖
      ≤ ∑ i, (‖U p i‖ ^ 2 + ‖U q i‖ ^ 2) / 2 :=
        Finset.sum_le_sum fun i _ => by nlinarith [sq_nonneg (‖U p i‖ - ‖U q i‖)]
    _ = 1 := by
        rw [← Finset.sum_div, Finset.sum_add_distrib, row p, row q]
        norm_num
```

Now let $A$ be any complex matrix. Its rotated diagonal entries are $(U^\dagger AU)_{ii}=\sum_{p,q}\overline{U_{pi}}A_{pq}U_{qi}$. The triangle inequality, an exchange of sums and the row bound give

$$\sum_i|(U^\dagger AU)_{ii}|\le\sum_{p,q}|A_{pq}|\sum_i|U_{pi}||U_{qi}|\le\Lambda(A).$$

In the Lean proof, `key` is the triangle inequality for one $i$, applied once for each matrix product. The `calc` block then moves the sum over $i$ inside and applies the row bound.

```lean
/-- In any orthonormal orbital basis, the absolute diagonal entries of a complex matrix sum to
at most its one-norm in the original basis. -/
theorem sum_norm_diag_rotate_le {U : Matrix n n ℂ} (hU : U ∈ Matrix.unitaryGroup n ℂ)
    (A : Matrix n n ℂ) : ∑ i, ‖rotate U A i i‖ ≤ oneNorm A := by
  -- triangle inequality for one diagonal entry
  have key : ∀ i, ‖rotate U A i i‖ ≤ ∑ q, ∑ p, ‖A p q‖ * (‖U p i‖ * ‖U q i‖) := by
    intro i
    unfold rotate
    rw [Matrix.mul_apply]
    refine (norm_sum_le _ _).trans (Finset.sum_le_sum fun q _ => ?_)
    rw [norm_mul, Matrix.mul_apply]
    refine (mul_le_mul_of_nonneg_right (norm_sum_le _ _) (norm_nonneg _)).trans_eq ?_
    rw [Finset.sum_mul]
    refine Finset.sum_congr rfl fun p _ => ?_
    rw [norm_mul, Matrix.conjTranspose_apply, norm_star]
    ring
  calc ∑ i, ‖rotate U A i i‖
      ≤ ∑ i, ∑ q, ∑ p, ‖A p q‖ * (‖U p i‖ * ‖U q i‖) :=
        Finset.sum_le_sum fun i _ => key i
    _ = ∑ q, ∑ p, ‖A p q‖ * ∑ i, ‖U p i‖ * ‖U q i‖ := by
        rw [Finset.sum_comm]
        refine Finset.sum_congr rfl fun q _ => ?_
        rw [Finset.sum_comm]
        exact Finset.sum_congr rfl fun p _ => (Finset.mul_sum _ _ _).symm
    _ ≤ ∑ q, ∑ p, ‖A p q‖ :=
        Finset.sum_le_sum fun q _ => Finset.sum_le_sum fun p _ =>
          mul_le_of_le_one_right (norm_nonneg _) (unitary_row_overlap_le_one hU p q)
    _ = oneNorm A := Finset.sum_comm
```

Orthogonal rows without normalisation are not enough. For $U=2\cdot 1$ and $A=1$ on one orbital, the left side is $4$ and the right side is $1$.

## Real orbital energies: $h$ is Hermitian

Hermiticity makes $H$ an observable, with real one-particle energies $\lambda_i$ and orthonormal eigenorbitals. By hand, it supplies a unitary $E$ whose columns are the eigenvectors. With $D=\mathrm{diag}(\lambda_i)$, the eigenvalue equations read $hE=ED$, so $E^\dagger hE=E^\dagger ED=D$.

In Lean this rests on Mathlib's `eigenvectorUnitary`. The hypothesis `hh : h.IsHermitian` is itself the input from which `hh.eigenvalues` and `hh.eigenvectorUnitary` are built, both indexed by the orbital type `n`. The eigenvalues come as a real-valued function on `n`, so a degenerate level is listed once for each of its eigenvectors, and summing over `n` counts multiplicity automatically. The unitary is a matrix packaged with a proof of its unitarity: the coercion to `Matrix n n ℂ` extracts $E$, and `.2` extracts the proof. Its column $j$ is the eigenvector that `mulVec_eigenvectorBasis j` speaks about. Component $i$ of that vector equation is therefore entry $(i,j)$ of $hE=ED$, up to the order of two factors, which `mul_comm` repairs.

```lean
/-- Rotating a Hermitian matrix to its eigenvector basis gives the diagonal matrix of its
eigenvalues. -/
theorem rotate_eigenbasis {h : Matrix n n ℂ} (hh : h.IsHermitian) :
    rotate (hh.eigenvectorUnitary : Matrix n n ℂ) h =
      Matrix.diagonal fun i => (hh.eigenvalues i : ℂ) := by
  -- the eigenvalue equations, collected column by column
  have hE : h * (hh.eigenvectorUnitary : Matrix n n ℂ) =
      (hh.eigenvectorUnitary : Matrix n n ℂ) *
        Matrix.diagonal fun i => (hh.eigenvalues i : ℂ) := by
    ext i j
    have e := congrFun (hh.mulVec_eigenvectorBasis j) i
    simp only [Pi.smul_apply, Complex.real_smul] at e
    rw [Matrix.mul_diagonal]
    exact e.trans (mul_comm _ _)
  have hU := Matrix.mem_unitaryGroup_iff'.mp hh.eigenvectorUnitary.2
  rw [Matrix.star_eq_conjTranspose] at hU
  rw [rotate, Matrix.mul_assoc, hE, ← Matrix.mul_assoc, hU, Matrix.one_mul]
```

Taking $A=h$ and $U=E$ in the diagonal bound gives

$$S(h)=\sum_i|D_{ii}|\le\Lambda(h).$$

The Lean proof makes the same substitution: it rewrites the rotated matrix as $D$ and simplifies.

```lean
/-- For every Hermitian one-body matrix, the sum of the absolute eigenvalues, counted with
multiplicity, is at most the sum of the absolute values of all entries. -/
theorem spectralOneNorm_le_oneNorm {h : Matrix n n ℂ} (hh : h.IsHermitian) :
    spectralOneNorm hh ≤ oneNorm h := by
  have key := sum_norm_diag_rotate_le hh.eigenvectorUnitary.2 h
  rw [rotate_eigenbasis hh] at key
  simpa [spectralOneNorm] using key
```

This compares the eigenbasis with the basis in which $h$ was given. To compare it with every other orthonormal basis, let $V$ be unitary and set $W=V^\dagger E$, the rotation from the basis of $V$ to the eigenbasis. It is unitary, because $WW^\dagger=V^\dagger EE^\dagger V=V^\dagger V=1$, and

$$W^\dagger(V^\dagger hV)W=E^\dagger VV^\dagger hVV^\dagger E=E^\dagger hE=D .$$

The diagonal bound with $A=V^\dagger hV$ and $U=W$ then gives $S(h)\le\Lambda(V^\dagger hV)$. The value is attained at $V=E$, since $D$ has no off-diagonal entries and $\Lambda(D)=S(h)$.

`IsLeast` expresses both halves: $S(h)$ belongs to the set of one-norms reachable by unitary rotations, and it is a lower bound for that set. The first bullet of the proof is attainment. In the second, `hW` is the unitarity of $W$ and `hcomp` is the composition of the two rotations.

```lean
/-- Among all unitary orbital rotations of a Hermitian one-body matrix, the smallest one-norm
that occurs is the sum of the absolute eigenvalues. -/
theorem isLeast_oneNorm_rotate {h : Matrix n n ℂ} (hh : h.IsHermitian) :
    IsLeast {x : ℝ | ∃ V ∈ Matrix.unitaryGroup n ℂ, x = oneNorm (rotate V h)}
      (spectralOneNorm hh) := by
  constructor
  · -- the eigenbasis attains the value
    refine ⟨_, hh.eigenvectorUnitary.2, ?_⟩
    rw [rotate_eigenbasis hh]
    simp [spectralOneNorm, oneNorm, Matrix.diagonal_apply, apply_ite]
  · rintro x ⟨V, hV, rfl⟩
    obtain ⟨E, hE, hdiag⟩ : ∃ E ∈ Matrix.unitaryGroup n ℂ,
        rotate E h = Matrix.diagonal fun i => (hh.eigenvalues i : ℂ) :=
      ⟨_, hh.eigenvectorUnitary.2, rotate_eigenbasis hh⟩
    have hVV : V * Vᴴ = 1 := Matrix.mem_unitaryGroup_iff.mp hV
    have hVV' : Vᴴ * V = 1 := Matrix.mem_unitaryGroup_iff'.mp hV
    have hEE : E * Eᴴ = 1 := Matrix.mem_unitaryGroup_iff.mp hE
    -- `V† E` leads from the rotated basis to the eigenbasis
    have hW : Vᴴ * E ∈ Matrix.unitaryGroup n ℂ := by
      rw [Matrix.mem_unitaryGroup_iff, Matrix.star_eq_conjTranspose,
        Matrix.conjTranspose_mul, Matrix.conjTranspose_conjTranspose]
      calc Vᴴ * E * (Eᴴ * V) = Vᴴ * (E * Eᴴ) * V := by simp only [Matrix.mul_assoc]
        _ = 1 := by rw [hEE, Matrix.mul_one, hVV']
    have hcomp : rotate (Vᴴ * E) (rotate V h) = rotate E h := by
      unfold rotate
      rw [Matrix.conjTranspose_mul, Matrix.conjTranspose_conjTranspose]
      calc Eᴴ * V * (Vᴴ * h * V) * (Vᴴ * E)
          = Eᴴ * (V * Vᴴ) * h * (V * Vᴴ) * E := by simp only [Matrix.mul_assoc]
        _ = Eᴴ * h * E := by rw [hVV, Matrix.mul_one, Matrix.mul_one]
    have key := sum_norm_diag_rotate_le hW (rotate V h)
    rw [hcomp, hdiag] at key
    simpa [spectralOneNorm] using key
```

Here unitarity is used in full, and normalised rows alone would not do. With

$$h=\begin{pmatrix}1&0\\0&-1\end{pmatrix},\qquad V=\begin{pmatrix}1&0\\1&0\end{pmatrix},$$

one finds $V^\dagger hV=0$, although $S(h)=2$.

For an arbitrary complex matrix, the minimum need not be the sum of the absolute eigenvalues. Take

$$h=\begin{pmatrix}0&1\\0&0\end{pmatrix}.$$

Both eigenvalues vanish, but $V^\dagger hV=0$ with $V$ unitary would force $h=0$, so every rotated one-norm is positive. What the argument by hand needs is a unitary that diagonalises $h$, and every normal matrix has one.

## No negative orbital energies: $h$ is positive semidefinite

Positive semidefiniteness means that no one-particle energy lies below zero, as for a kinetic-energy matrix. By hand it removes the absolute values:

$$S(h)=\sum_i\lambda_i=\operatorname{tr}h .$$

The smallest one-norm can then be read off the diagonal without diagonalising anything. In Lean, `eigenvalues_nonneg` removes the absolute values and `trace_eq_sum_eigenvalues` identifies the sum. The statement takes the real part `h.trace.re` because the trace of a complex matrix has type `ℂ`.

```lean
/-- For a positive semidefinite one-body matrix, the sum of the absolute eigenvalues is the
trace. -/
theorem spectralOneNorm_eq_trace {h : Matrix n n ℂ} (hh : h.PosSemidef) :
    spectralOneNorm hh.isHermitian = h.trace.re := by
  have t : h.trace = ((∑ i, hh.isHermitian.eigenvalues i : ℝ) : ℂ) :=
    hh.isHermitian.trace_eq_sum_eigenvalues.trans (Complex.ofReal_sum _ _).symm
  rw [t, Complex.ofReal_re]
  exact Finset.sum_congr rfl fun i _ => abs_of_nonneg (hh.eigenvalues_nonneg i)
```

Hermiticity alone does not give this formula: $\mathrm{diag}(1,-1)$ has trace $0$ and $S=2$.

For the all-ones matrix $J$ on $N$ orbitals, the trace gives $S(J)=N$, while counting entries gives $\Lambda(J)=N^2$. For $N\ge1$, moving to the eigenbasis therefore lowers the one-norm of this matrix by a factor $N$. In the theorem, $N$ is `Fintype.card n`.

```lean
/-- For the matrix with all entries one on `N` orbitals, the absolute eigenvalues sum to `N`,
while the one-norm is `N ^ 2`. -/
theorem uniformHopping_norms :
    spectralOneNorm (uniformHopping_posSemidef (n := n)).isHermitian = Fintype.card n ∧
      oneNorm (uniformHopping : Matrix n n ℂ) = (Fintype.card n : ℝ) ^ 2 := by
  constructor
  · rw [spectralOneNorm_eq_trace (uniformHopping_posSemidef (n := n))]
    simp [Matrix.trace, uniformHopping]
  · simp [oneNorm, uniformHopping, sq]

end

end OneBodyLCUNorm
```

```lean
#print axioms OneBodyLCUNorm.spectralOneNorm_le_oneNorm
#print axioms OneBodyLCUNorm.isLeast_oneNorm_rotate
#print axioms OneBodyLCUNorm.uniformHopping_norms
```

```
'OneBodyLCUNorm.spectralOneNorm_le_oneNorm' depends on axioms: [propext, Classical.choice, Quot.sound]
'OneBodyLCUNorm.isLeast_oneNorm_rotate' depends on axioms: [propext, Classical.choice, Quot.sound]
'OneBodyLCUNorm.uniformHopping_norms' depends on axioms: [propext, Classical.choice, Quot.sound]
```
